# The Lorentzian-broadened band energy of finitely many levels, divided by ln L, tends to −η/π times their total weight

When a band energy is computed by integrating energy times a Lorentzian-broadened density of states along the real axis, the integral down to $-\infty$ diverges at nonzero total weight. A finite lower edge $-L$ therefore has to be chosen, and two structures should be compared with the same edge. For finitely many fixed, non-interacting levels with a constant broadening $\eta>0$, the results below show what the choice costs. At positive total weight the energy falls like $\ln L$ and never settles, while the difference between two spectra of equal total weight converges.

## Levels, spectral function and window

```lean
import Mathlib

open Filter Topology
open scoped Real

namespace BroadenedBandEnergy

noncomputable section

variable {ι κ : Type*} [Fintype ι] [Fintype κ]
```

The labels `ι` and `κ` stand for two finite sets of levels. The second set is used only when two spectra are compared.

```lean
/-- Spectral function `-Im G / π` of one level `e`, with the retarded Green's function
`G = 1 / (w - e + iη)`, for broadening `η > 0`. -/
def spectral (η e w : ℝ) : ℝ :=
  -(1 / ((w : ℂ) - e + η * Complex.I)).im / π
```

A level at energy $e$ has the retarded Green's function $G(w)=1/(w-e+i\eta)$, and `spectral η e w` is
$$A_e(w)=-\frac{1}{\pi}\,\mathrm{Im}\,G(w).$$
All energies are real numbers (type `ℝ`), measured in one fixed unit. The annotation `(w : ℂ)` reads the real $w$ as a complex number.

```lean
/-- Band energy of levels `e i` with weights `g i`: the energy `w` times the weighted spectral
function, integrated over the window from `-L` to the Fermi level `μ`, for `η > 0`. -/
def bandEnergy (η : ℝ) (g e : ι → ℝ) (μ L : ℝ) : ℝ :=
  ∫ w in (-L)..μ, w * ∑ i, g i * spectral η (e i) w
```

This is the band energy
$$E(L)=\int_{-L}^{\mu} w\sum_i g_i A_{e_i}(w)\,dw .$$
The functions `g` and `e` assign a weight and an energy to each label. A weight can represent a degeneracy or a spin factor, and any real value is allowed. Occupation is cut off sharply at the Fermi level $\mu$, which is an input and is not determined from an electron number. An energy-dependent self-energy would be a different model.

```lean
/-- A logarithm plus an arctangent, the candidate primitive of `w` times the spectral function
of the level `e`, for `η > 0`. -/
def primitive (η e w : ℝ) : ℝ :=
  η / (2 * π) * Real.log ((w - e) ^ 2 + η ^ 2) + e / π * Real.arctan ((w - e) / η)
```

Write $F_e(w)$ for `primitive η e w`:
$$F_e(w)=\frac{\eta}{2\pi}\ln\!\big((w-e)^2+\eta^2\big)+\frac{e}{\pi}\arctan\frac{w-e}{\eta}.$$
The name is only a label at this point; that $F_e$ is a primitive of $wA_e(w)$ is proved further down.

```lean
/-- The window-independent energy built from the primitive at the Fermi level `μ` and half of
each level energy, summed with the weights `g i`, for `η > 0`. -/
def finitePart (η : ℝ) (g e : ι → ℝ) (μ : ℝ) : ℝ :=
  ∑ i, g i * (primitive η (e i) μ + e i / 2)
```

The finite part is $C=\sum_i g_i\,\big(F_{e_i}(\mu)+e_i/2\big)$. It does not contain $L$. Unless the weights sum to zero, its value depends on the energy unit through the logarithm, as does $\ln L$.

## From the Green's function to a closed form

```lean
/-- For `η > 0` the spectral function of a level is a Lorentzian of half-width `η`, and it is
positive at every energy. -/
theorem spectral_lorentzian {η : ℝ} (hη : 0 < η) (e w : ℝ) :
    spectral η e w = η / (π * ((w - e) ^ 2 + η ^ 2)) ∧ 0 < spectral η e w := by
  have hD : 0 < (w - e) ^ 2 + η ^ 2 := by positivity
  have hn : Complex.normSq ((w : ℂ) - e + η * Complex.I) = (w - e) ^ 2 + η ^ 2 := by
    simp [Complex.normSq_apply]
    ring
  have hi : ((w : ℂ) - e + η * Complex.I).im = η := by simp
  have hs : spectral η e w = η / (π * ((w - e) ^ 2 + η ^ 2)) := by
    unfold spectral
    rw [one_div, Complex.inv_im, hn, hi, neg_div, neg_div, neg_div, neg_neg, div_div,
      mul_comm π]
  refine ⟨hs, ?_⟩
  rw [hs]
  positivity
```

A theorem lists its hypotheses before the colon and its claim after it; the proof follows `:= by`. Here `hη` is the hypothesis $\eta>0$, and the claim joins two statements with `∧`, "and":
$$A_e(w)=\frac{\eta}{\pi\,[(w-e)^2+\eta^2]},\qquad A_e(w)>0.$$

By hand, for $z=w-e+i\eta$ we have $\mathrm{Im}(1/z)=-\mathrm{Im}\,z/|z|^2=-\eta/[(w-e)^2+\eta^2]$, and the minus sign in the definition cancels this one. The proof computes $|z|^2$ in `hn` and $\mathrm{Im}\,z$ in `hi`, then applies `Complex.inv_im`. The tactic `positivity` reads off the sign.

```lean
/-- For `η > 0` the derivative of the primitive is the energy times the spectral function. -/
theorem hasDerivAt_primitive {η : ℝ} (hη : 0 < η) (e w : ℝ) :
    HasDerivAt (primitive η e) (w * spectral η e w) w := by
  have hD : 0 < (w - e) ^ 2 + η ^ 2 := by positivity
  have h1 : HasDerivAt (fun x : ℝ => x - e) 1 w := (hasDerivAt_id' w).sub_const e
  have h2 : HasDerivAt (fun x : ℝ => (x - e) ^ 2 + η ^ 2) (2 * (w - e)) w :=
    ((h1.fun_pow 2).add_const (η ^ 2)).congr_deriv (by norm_num)
  have h3 : HasDerivAt (fun x : ℝ => η / (2 * π) * Real.log ((x - e) ^ 2 + η ^ 2))
      (η / (2 * π) * (2 * (w - e) / ((w - e) ^ 2 + η ^ 2))) w :=
    (h2.log hD.ne').const_mul _
  have h4 : HasDerivAt (fun x : ℝ => e / π * Real.arctan ((x - e) / η))
      (e / π * (1 / (1 + ((w - e) / η) ^ 2) * (1 / η))) w :=
    ((h1.div_const η).arctan).const_mul _
  have h5 : 1 + ((w - e) / η) ^ 2 = ((w - e) ^ 2 + η ^ 2) / η ^ 2 := by
    field_simp
    ring
  refine (h3.fun_add h4).congr_deriv ?_
  rw [(spectral_lorentzian hη e w).1, h5]
  field_simp
  ring
```

`HasDerivAt f d w` says that $f$ has derivative $d$ at $w$, so the claim is $F_e'(w)=w\,A_e(w)$. With $D=(w-e)^2+\eta^2$,
$$F_e'(w)=\frac{\eta}{2\pi}\frac{2(w-e)}{D}+\frac{e}{\pi}\,\frac{1/\eta}{1+(w-e)^2/\eta^2}
=\frac{\eta(w-e)}{\pi D}+\frac{e\,\eta}{\pi D}=\frac{w\,\eta}{\pi D}.$$
The steps `h3` and `h4` differentiate the logarithm and the arctangent, and `h5` rewrites the arctangent's denominator as $D/\eta^2$. Then `field_simp` clears fractions and `ring` checks the remaining algebra.

```lean
/-- Closed form of the band energy for any finite window and `η > 0`: the weighted difference
of the primitive between the Fermi level and the lower edge. -/
theorem bandEnergy_eq {η : ℝ} (hη : 0 < η) (g e : ι → ℝ) (μ L : ℝ) :
    bandEnergy η g e μ L =
      ∑ i, g i * (primitive η (e i) μ - primitive η (e i) (-L)) := by
  have hd : ∀ x, HasDerivAt (fun y => ∑ i, g i * primitive η (e i) y)
      (x * ∑ i, g i * spectral η (e i) x) x := by
    intro x
    have h : ∀ i ∈ (Finset.univ : Finset ι), HasDerivAt (fun y => g i * primitive η (e i) y)
        (g i * (x * spectral η (e i) x)) x :=
      fun i _ => (hasDerivAt_primitive hη (e i) x).const_mul (g i)
    refine (HasDerivAt.fun_sum h).congr_deriv ?_
    rw [Finset.mul_sum]
    exact Finset.sum_congr rfl fun i _ => by ring
  have hs : ∀ a, Continuous (spectral η a) := by
    intro a
    rw [funext fun w => (spectral_lorentzian hη a w).1]
    exact continuous_const.div (by fun_prop) (fun w => by positivity)
  have hc : Continuous (fun x => x * ∑ i, g i * spectral η (e i) x) :=
    continuous_id.mul (continuous_finsetSum _ fun i _ => continuous_const.mul (hs (e i)))
  unfold bandEnergy
  rw [intervalIntegral.integral_eq_sub_of_hasDerivAt (fun x _ => hd x)
    (hc.intervalIntegrable _ _)]
  simp only [mul_sub, Finset.sum_sub_distrib]
```

For every window,
$$E(L)=\sum_i g_i\,\big(F_{e_i}(\mu)-F_{e_i}(-L)\big).$$
This is the fundamental theorem of calculus, `intervalIntegral.integral_eq_sub_of_hasDerivAt`. It asks for two things: the derivative of the weighted sum of primitives, supplied by `hd`, and an integrable integrand, which follows from its continuity in `hc`.

## The logarithm at the lower edge

```lean
/-- For `η > 0` the primitive at the lower edge `-L`, less `(η/π) ln L`, tends to `-e/2`. -/
theorem tendsto_primitive {η : ℝ} (hη : 0 < η) (e : ℝ) :
    Tendsto (fun L => primitive η e (-L) - η / π * Real.log L) atTop (𝓝 (-e / 2)) := by
  have hinv : Tendsto (fun L : ℝ => L⁻¹) atTop (𝓝 0) := tendsto_inv_atTop_zero
  have hq : Tendsto (fun L : ℝ => (1 + e * L⁻¹) ^ 2 + (η * L⁻¹) ^ 2) atTop (𝓝 1) := by
    have h := (((hinv.const_mul e).const_add 1).pow 2).add ((hinv.const_mul η).pow 2)
    simpa using h
  have hlog := hq.log one_ne_zero
  rw [Real.log_one] at hlog
  have hbot : Tendsto (fun L : ℝ => (-L - e) / η) atTop atBot := by
    simpa only [sub_eq_add_neg] using
      (tendsto_atBot_add_const_right _ (-e) tendsto_neg_atTop_atBot).atBot_div_const hη
  have harc : Tendsto (fun L : ℝ => Real.arctan ((-L - e) / η)) atTop (𝓝 (-(π / 2))) :=
    (tendsto_nhds_of_tendsto_nhdsWithin Real.tendsto_arctan_atBot).comp hbot
  have h := (hlog.const_mul (η / (2 * π))).add (harc.const_mul (e / π))
  have hlim : η / (2 * π) * 0 + e / π * (-(π / 2)) = -e / 2 := by
    field_simp
    ring
  rw [hlim] at h
  refine h.congr' ?_
  filter_upwards [eventually_gt_atTop 0] with L hL
  -- take the factor `L ^ 2` out of the logarithm
  have hfac : (-L - e) ^ 2 + η ^ 2 = L ^ 2 * ((1 + e * L⁻¹) ^ 2 + (η * L⁻¹) ^ 2) := by
    field_simp
    ring
  have hpos : 0 < (1 + e * L⁻¹) ^ 2 + (η * L⁻¹) ^ 2 := by positivity
  unfold primitive
  rw [hfac, Real.log_mul (pow_pos hL 2).ne' hpos.ne', Real.log_pow]
  push_cast
  ring
```

`Tendsto f atTop (𝓝 x)` reads "$f(L)\to x$ as $L\to\infty$". The claim is
$$F_e(-L)-\frac{\eta}{\pi}\ln L\;\longrightarrow\;-\frac e2 .$$

For $L>0$, take $L^2$ out of the logarithm's argument:
$$(-L-e)^2+\eta^2=L^2\left[\Big(1+\frac eL\Big)^2+\Big(\frac{\eta}{L}\Big)^2\right].$$
Since $\frac{\eta}{2\pi}\ln L^2=\frac{\eta}{\pi}\ln L$, subtracting that term leaves
$$\frac{\eta}{2\pi}\ln\left[\Big(1+\frac eL\Big)^2+\Big(\frac{\eta}{L}\Big)^2\right]+\frac e\pi\arctan\frac{-L-e}{\eta}.$$
The bracket tends to 1, so its logarithm tends to 0 (`hlog`). The arctangent tends to $-\pi/2$ (`harc`), which gives $-e/2$.

The device that joins these steps is `Tendsto.congr'`. The limit is first proved for the simplified expression, whereas the theorem is about the original one, and the two have to agree only for large $L$. The line `refine h.congr' ?_` transfers the limit and leaves that agreement as the goal. Then `filter_upwards [eventually_gt_atTop 0] with L hL` says that it suffices to take an arbitrary $L$ with $L>0$, the latter recorded as `hL`. What remains is an ordinary identity, in which dividing by $L$ and splitting the logarithm are legitimate. This is the physicist's "for large enough $L$" in Lean's language.

```lean
/-- For `η > 0`, adding `(η/π) ln L` per unit of spectral weight to the band energy leaves a
quantity that converges to the finite part as the window grows. -/
theorem tendsto_finitePart {η : ℝ} (hη : 0 < η) (g e : ι → ℝ) (μ : ℝ) :
    Tendsto (fun L => bandEnergy η g e μ L + η / π * (∑ i, g i) * Real.log L) atTop
      (𝓝 (finitePart η g e μ)) := by
  have h : Tendsto (fun L => ∑ i, g i * (primitive η (e i) μ -
      (primitive η (e i) (-L) - η / π * Real.log L))) atTop
      (𝓝 (∑ i, g i * (primitive η (e i) μ - -e i / 2))) :=
    tendsto_finsetSum _ fun i _ =>
      ((tendsto_primitive hη (e i)).const_sub (primitive η (e i) μ)).const_mul (g i)
  have hlim : finitePart η g e μ = ∑ i, g i * (primitive η (e i) μ - -e i / 2) :=
    Finset.sum_congr rfl fun i _ => by ring
  rw [hlim]
  refine h.congr fun L => ?_
  rw [bandEnergy_eq hη, Finset.mul_sum, Finset.sum_mul, ← Finset.sum_add_distrib]
  exact Finset.sum_congr rfl fun i _ => by ring
```

The band energy plus its logarithm converges:
$$E(L)+\frac{\eta}{\pi}\Big(\sum_i g_i\Big)\ln L\;\longrightarrow\;C .$$
By the closed form, the left side equals
$$\sum_i g_i\left[F_{e_i}(\mu)-\Big(F_{e_i}(-L)-\frac{\eta}{\pi}\ln L\Big)\right],$$
and each inner parenthesis tends to $-e_i/2$. The lemma `tendsto_finsetSum` adds the finitely many limits.

The sharp-level limit shows what $C$ means. Let $\eta\to0$ after $L\to\infty$, for one level of unit weight. The logarithmic term of $F_e(\mu)$ vanishes and the arctangent term tends to $e/2$ if $e<\mu$ and to $-e/2$ if $e>\mu$. Hence $C\to e$ for an occupied level and $C\to0$ for an empty one, which is the unbroadened band energy.

## The drift rate

```lean
/-- Logarithmic drift: for `η > 0` the band energy divided by `ln L` tends to `-η/π` times the
total spectral weight, for any levels and any Fermi level. -/
theorem bandEnergy_log_drift {η : ℝ} (hη : 0 < η) (g e : ι → ℝ) (μ : ℝ) :
    Tendsto (fun L => bandEnergy η g e μ L / Real.log L) atTop
      (𝓝 (-(η / π * ∑ i, g i))) := by
  have h := ((tendsto_finitePart hη g e μ).div_atTop Real.tendsto_log_atTop).sub_const
    (η / π * ∑ i, g i)
  rw [zero_sub] at h
  refine h.congr' ?_
  filter_upwards [eventually_gt_atTop 1] with L hL
  rw [add_div, mul_div_cancel_right₀ _ (Real.log_pos hL).ne']
  ring
```

With $c=\frac{\eta}{\pi}\sum_i g_i$, the statement is $E(L)/\ln L\to -c$. For $L>1$,
$$\frac{E(L)}{\ln L}=\frac{E(L)+c\ln L}{\ln L}-c .$$
The numerator on the right converges and $\ln L$ grows without bound, so the fraction tends to 0; this is `div_atTop`. The condition $L>1$ ensures $\ln L\neq0$.

The sum in $c$ runs over all levels, including those above $\mu$, because every Lorentzian has a tail reaching down to the lower edge. The level energies and $\mu$ do not affect the rate.

```lean
/-- One level of unit weight with the Fermi level at zero: for `η > 0` the explicit Lorentzian
energy integral over `[-L, 0]`, divided by `ln L`, tends to `-η/π`. -/
theorem single_level_log_drift {η : ℝ} (hη : 0 < η) (e : ℝ) :
    Tendsto (fun L => (∫ w in (-L)..0, w * η / (π * ((w - e) ^ 2 + η ^ 2))) / Real.log L)
      atTop (𝓝 (-η / π)) := by
  have heq : ∀ L, bandEnergy η (fun _ : Unit => 1) (fun _ => e) 0 L =
      ∫ w in (-L)..0, w * η / (π * ((w - e) ^ 2 + η ^ 2)) := by
    intro L
    unfold bandEnergy
    refine intervalIntegral.integral_congr fun w _ => ?_
    simp only [Finset.univ_unique, Finset.sum_singleton, one_mul,
      (spectral_lorentzian hη e w).1]
    ring
  have h := bandEnergy_log_drift hη (fun _ : Unit => 1) (fun _ => e) 0
  simp only [heq, Finset.univ_unique, Finset.sum_singleton, mul_one] at h
  rw [neg_div]
  exact h
```

For one level of unit weight and $\mu=0$ the result is
$$\frac{1}{\ln L}\int_{-L}^{0}\frac{w\,\eta}{\pi\,[(w-e)^2+\eta^2]}\,dw\;\longrightarrow\;-\frac{\eta}{\pi}.$$
The type `Unit` has exactly one element and serves as the label set. The step `heq` identifies the general band energy with this explicit integral, after which the previous theorem applies with $\sum_i g_i=1$.

## Changing the window and comparing spectra

```lean
/-- For `η > 0` and `a > 0`, moving the lower edge from `-L` to `-(a * L)` shifts the band energy by
an amount that tends to `-(η/π) ln a` times the total spectral weight as `L` grows. -/
theorem window_stretch {η a : ℝ} (hη : 0 < η) (ha : 0 < a) (g e : ι → ℝ) (μ : ℝ) :
    Tendsto (fun L => bandEnergy η g e μ (a * L) - bandEnergy η g e μ L) atTop
      (𝓝 (-(η / π * (∑ i, g i) * Real.log a))) := by
  have hA : Tendsto (fun L : ℝ => a * L) atTop atTop := tendsto_id.const_mul_atTop ha
  have h := tendsto_finitePart hη g e μ
  have h2 := ((h.comp hA).sub h).sub_const (η / π * (∑ i, g i) * Real.log a)
  rw [sub_self, zero_sub] at h2
  refine h2.congr' ?_
  filter_upwards [eventually_gt_atTop 0] with L hL
  simp only [Function.comp_apply]
  rw [Real.log_mul ha.ne' hL.ne']
  ring
```

Multiplying $L$ by a fixed factor $a>0$, with $\mu$ unchanged, gives
$$E(aL)-E(L)\;\longrightarrow\;-c\ln a .$$
To see this, use $\ln(aL)=\ln a+\ln L$ and write
$$E(aL)-E(L)=\big[E(aL)+c\ln(aL)\big]-\big[E(L)+c\ln L\big]-c\ln a .$$
Both brackets tend to $C$ and cancel. In Lean, `h.comp hA` supplies the first bracket by inserting $aL$ into the known limit.

For $\eta=0.1$ eV and unit total weight, doubling a large $L$ lowers the energy by about $0.022$ eV. A small change under doubling is therefore no sign of convergence in this model.

```lean
/-- For `η > 0` and two spectra of equal total weight, the difference of their band energies
converges to the difference of their finite parts as the common lower edge `-L` goes to `-∞`. -/
theorem energy_difference {η : ℝ} (hη : 0 < η) (g e : ι → ℝ) (g' e' : κ → ℝ) (μ μ' : ℝ)
    (hsum : ∑ i, g i = ∑ k, g' k) :
    Tendsto (fun L => bandEnergy η g e μ L - bandEnergy η g' e' μ' L) atTop
      (𝓝 (finitePart η g e μ - finitePart η g' e' μ')) := by
  -- equal weights make the two logarithms cancel
  refine ((tendsto_finitePart hη g e μ).sub (tendsto_finitePart hη g' e' μ')).congr
    fun L => ?_
  rw [hsum]
  ring

end

end BroadenedBandEnergy
```

The second spectrum has its own labels, weights $g'_k$, energies $e'_k$ and Fermi level $\mu'$, but the same $\eta$ and $L$. Writing $E'$ and $C'$ for its band energy and finite part, the hypothesis `hsum`, $\sum_i g_i=\sum_k g'_k$, yields
$$E(L)-E'(L)\;\longrightarrow\;C-C' .$$
Subtract the two convergent expressions: their logarithms have equal coefficients and cancel, which `rw [hsum]` and `ring` carry out. If the total weights differ, a multiple of $\ln L$ survives and the difference has no finite limit.

Equal total weight means an equal weighted number of levels, occupied or not, and does not by itself mean an equal number of electrons.

```lean
#print axioms BroadenedBandEnergy.bandEnergy_log_drift
#print axioms BroadenedBandEnergy.single_level_log_drift
#print axioms BroadenedBandEnergy.window_stretch
#print axioms BroadenedBandEnergy.energy_difference
```

```
'BroadenedBandEnergy.bandEnergy_log_drift' depends on axioms: [propext, Classical.choice, Quot.sound]
'BroadenedBandEnergy.single_level_log_drift' depends on axioms: [propext, Classical.choice, Quot.sound]
'BroadenedBandEnergy.window_stretch' depends on axioms: [propext, Classical.choice, Quot.sound]
'BroadenedBandEnergy.energy_difference' depends on axioms: [propext, Classical.choice, Quot.sound]
```
